# Affinely independent touched phases imply unique equilibrium phase fractions

A compound of given overall composition may lower its energy by decomposing into other phases. When is there only one answer for how much of each phase forms?

Let phase $i$ of a finite list have composition $x_i\in\mathbb R^n$ and energy $E_i$ per unit amount, such as per atom. A mixture of composition $X$ has fractions $w_i\ge0$ of the total amount, counted in the same unit, with $\sum_i w_i=1$ and $\sum_i w_ix_i=X$. It is an equilibrium if $\sum_i w_iE_i$ is least among such mixtures. This describes zero temperature and pressure; at other fixed values, Gibbs free energies take the place of the $E_i$. A plane $(\mu,c)$ is supporting if $\mu\cdot x_i+c\le E_i$ for all $i$, and it touches the phases where equality holds.

**Claim.** If the phases touched by each supporting plane have affinely independent compositions, two equilibria of the same composition have equal fractions.

## A common tangent plane forces equality

Let $w$ be an equilibrium at $X$ with energy $e$. First, some supporting plane has $\mu\cdot X+c\ge e$. Suppose none does. Then $\mu\cdot x_i+c\le tE_i$ for all $i$ and $\mu\cdot X+c\ge te$ together force $t\le0$, since otherwise division by $t$ gives such a plane. Farkas' lemma, proved below, supplies $\lambda_0,\lambda_i\ge0$ with

$$t=-\lambda_0(\mu\cdot X+c-te)+\sum_i\lambda_i(\mu\cdot x_i+c-tE_i)$$

for all $\mu,c,t$. Comparing coefficients,

$$\sum_i\lambda_i=\lambda_0,\quad \sum_i\lambda_ix_i=\lambda_0X,\quad \sum_i\lambda_iE_i=\lambda_0e-1.$$

So $(\lambda_i+w_i)/(\lambda_0+1)$ is a mixture at $X$ of energy $e-1/(\lambda_0+1)<e$, a contradiction.

For any equilibrium $v$ at $X$,

$$\sum_i v_i(E_i-\mu\cdot x_i-c)=e-\mu\cdot X-c\le0.$$

Every term is nonnegative, hence zero, so each phase present is touched. The difference $d=w-v$ therefore lives on touched phases, with $\sum_i d_i=0$ and $\sum_i d_ix_i=0$. Affine independence gives $d=0$.

**A binary instance.** Take compositions $0,\tfrac12,1$ and energies $0,-1,0$. At $X=\tfrac14$ the plane $-2x$ touches the first two phases, so the fractions are $(\tfrac12,\tfrac12,0)$ and the energy is $-\tfrac12$.

**Without the condition.** Set all three energies to $0$. At $X=\tfrac12$, both $(0,1,0)$ and $(\tfrac12,0,\tfrac12)$ are equilibria.

## Mixtures and planes in Lean

The type `ι` labels the phases, and `Fin n → ℝ` holds the compositions.

```lean
import Mathlib

open Matrix

namespace ConvexHullUniqueness

noncomputable section

variable {ι : Type*} [Fintype ι] {n : ℕ} {x : ι → Fin n → ℝ} {E : ι → ℝ}
  {X : Fin n → ℝ} {w : ι → ℝ}

/-- The phase fractions `w` are nonnegative, sum to one and have overall composition `X`. -/
def IsMixture (x : ι → Fin n → ℝ) (X : Fin n → ℝ) (w : ι → ℝ) : Prop :=
  (∀ i, 0 ≤ w i) ∧ ∑ i, w i = 1 ∧ ∑ i, w i • x i = X

/-- The energy of a mixture with phase fractions `w`. -/
def energy (E w : ι → ℝ) : ℝ := ∑ i, w i * E i

/-- The mixture `w` has the least energy among all mixtures of overall composition `X`. -/
def IsEquilibrium (x : ι → Fin n → ℝ) (E : ι → ℝ) (X : Fin n → ℝ) (w : ι → ℝ) : Prop :=
  IsMixture x X w ∧ ∀ v, IsMixture x X v → energy E w ≤ energy E v
```

`IsSupporting` does not require contact, unlike common textbook usage. The slopes `μ` act as chemical potential differences when the coordinates are independent mole fractions.

```lean
/-- The plane with slopes `μ` and offset `c` lies on or below every phase. -/
def IsSupporting (x : ι → Fin n → ℝ) (E : ι → ℝ) (μ : Fin n → ℝ) (c : ℝ) : Prop :=
  ∀ i, μ ⬝ᵥ x i + c ≤ E i
```

`Nondegenerate` does not refer to degenerate quantum levels. It is a condition on compositions, and the energies enter only by deciding which planes are supporting and which phases those planes touch.

```lean
/-- The phases touched by any one supporting plane have affinely independent compositions. -/
def Nondegenerate (x : ι → Fin n → ℝ) (E : ι → ℝ) : Prop :=
  ∀ μ c, IsSupporting x E μ c →
    AffineIndependent ℝ (fun i : {i // E i = μ ⬝ᵥ x i + c} => x i)
```

## Farkas' lemma by induction

The form `tilt` encodes the inequalities in $(\mu,c,t)$.

```lean
/-- The linear form `(μ, c, t) ↦ μ · y + c - t e` belonging to a point of composition `y` and
energy `e`. -/
def tilt (y : Fin n → ℝ) (e : ℝ) : ((Fin n → ℝ) × ℝ × ℝ) →ₗ[ℝ] ℝ where
  toFun p := p.1 ⬝ᵥ y + p.2.1 - p.2.2 * e
  map_add' p q := by
    simp only [Prod.fst_add, Prod.snd_add, add_dotProduct]
    ring
  map_smul' r p := by
    simp only [Prod.smul_fst, Prod.smul_snd, smul_dotProduct, smul_eq_mul, RingHom.id_apply]
    ring
```

With no inequalities, $b(y)\le0$ and $b(-y)\le0$ give $b=0$. When $a_k$ is added, it gets coefficient zero if the others already imply $b\le0$. Otherwise some $z$ has $a_k(z)=1$, $a_i(z)\le0$ for the others, and $b(z)>0$. Since $u-a_k(u)z$ lies in the kernel of $a_k$, the induction hypothesis applies to $a_i-a_i(z)a_k$ and $b-b(z)a_k$. It yields $l_i\ge0$, and $a_k$ receives $b(z)-\sum_i l_ia_i(z)\ge0$.

```lean
/-- Farkas' lemma: if `b ≤ 0` follows from finitely many linear inequalities `a i ≤ 0`, then `b`
is a combination of the `a i` with nonnegative coefficients. -/
theorem farkas {W κ : Type*} [AddCommGroup W] [Module ℝ W] (s : Finset κ)
    (a : κ → W →ₗ[ℝ] ℝ) (b : W →ₗ[ℝ] ℝ) (h : ∀ y, (∀ i ∈ s, a i y ≤ 0) → b y ≤ 0) :
    ∃ l : κ → ℝ, (∀ i, 0 ≤ l i) ∧ ∀ y, b y = ∑ i ∈ s, l i * a i y := by
  classical
  induction s using Finset.induction_on generalizing a b with
  | empty =>
    refine ⟨0, fun _ => le_rfl, fun y => ?_⟩
    have h1 := h y (by simp)
    have h2 := h (-y) (by simp)
    rw [map_neg] at h2
    rw [Finset.sum_empty]
    linarith
  | insert k s hk ih =>
    have key : ∀ (l : κ → ℝ) (c : ℝ) (y : W), ∑ i ∈ insert k s, Function.update l k c i * a i y
        = c * a k y + ∑ i ∈ s, l i * a i y := by
      intro l c y
      rw [Finset.sum_insert hk, Function.update_self]
      congr 1
      exact Finset.sum_congr rfl fun i hi => by
        rw [Function.update_of_ne (ne_of_mem_of_not_mem hi hk)]
    have pos : ∀ (l : κ → ℝ) (c : ℝ), (∀ i, 0 ≤ l i) → 0 ≤ c →
        ∀ i, 0 ≤ Function.update l k c i := by
      intro l c hl hc i
      by_cases hi : i = k
      · rw [hi, Function.update_self]
        exact hc
      · rw [Function.update_of_ne hi]
        exact hl i
    by_cases hb : ∀ y, (∀ i ∈ s, a i y ≤ 0) → b y ≤ 0
    · obtain ⟨l, hl, hs⟩ := ih a b hb
      exact ⟨Function.update l k 0, pos l 0 hl le_rfl, fun y => by
        rw [key, zero_mul, zero_add, hs y]⟩
    · push Not at hb
      obtain ⟨y, hy, hby⟩ := hb
      have hky : 0 < a k y := by
        by_contra hn
        refine absurd (h y fun i hi => ?_) (not_le_of_gt hby)
        rcases Finset.mem_insert.1 hi with hik | hi
        · rw [hik]
          exact not_lt.1 hn
        · exact hy i hi
      -- a direction violating only the new inequality, normalised to `a k z = 1`
      obtain ⟨z, hz1, hzs, hbz⟩ : ∃ z, a k z = 1 ∧ (∀ i ∈ s, a i z ≤ 0) ∧ 0 < b z := by
        refine ⟨(a k y)⁻¹ • y, ?_, fun i hi => ?_, ?_⟩
        · rw [map_smul, smul_eq_mul, inv_mul_cancel₀ hky.ne']
        · have := mul_nonneg (inv_nonneg.2 hky.le) (neg_nonneg.2 (hy i hi))
          rw [map_smul, smul_eq_mul]
          linarith
        · rw [map_smul, smul_eq_mul]
          exact mul_pos (inv_pos.2 hky) hby
      -- project along `z` onto the kernel of `a k`
      obtain ⟨l, hl, hs⟩ := ih (fun i => a i - a i z • a k) (b - b z • a k) (by
        intro u hu
        have h1 := h (u - a k u • z) (by
          intro i hi
          rw [map_sub, map_smul, smul_eq_mul]
          rcases Finset.mem_insert.1 hi with hik | hi
          · rw [hik, hz1]
            linarith
          · have h2 := hu i hi
            simp only [LinearMap.sub_apply, LinearMap.smul_apply, smul_eq_mul] at h2
            linarith)
        rw [map_sub, map_smul, smul_eq_mul] at h1
        simp only [LinearMap.sub_apply, LinearMap.smul_apply, smul_eq_mul]
        linarith)
      have hneg : ∑ i ∈ s, l i * a i z ≤ 0 := Finset.sum_nonpos fun i hi => by
        have := mul_nonneg (hl i) (neg_nonneg.2 (hzs i hi))
        linarith
      refine ⟨Function.update l k (b z - ∑ i ∈ s, l i * a i z),
        pos _ _ hl (by linarith), fun u => ?_⟩
      have h3 := hs u
      simp only [LinearMap.sub_apply, LinearMap.smul_apply, smul_eq_mul, mul_sub,
        Finset.sum_sub_distrib, ← mul_assoc, ← Finset.sum_mul] at h3
      rw [key]
      linear_combination h3
```

## From exchanges to uniqueness

The second lemma below restates affine independence as the absence of a nonzero exchange $d$ among the selected phases with $\sum_i d_i=0$ and $\sum_i d_ix_i=0$. The first is used in its proof.

```lean
/-- A sum over selected phases equals the sum over all phases if the other terms vanish. -/
theorem sum_selected {M : Type*} [AddCommMonoid M] (p : ι → Prop) [DecidablePred p]
    (f : ι → M) (hf : ∀ i, ¬ p i → f i = 0) : ∑ i : {i // p i}, f i = ∑ i, f i := by
  rw [← Finset.sum_subtype (Finset.univ.filter p) (by simp) f]
  exact Finset.sum_filter_of_ne fun i _ h => by_contra fun hp => h (hf i hp)

/-- Selected phases have affinely independent compositions exactly when no nonzero exchange of
material among them conserves both total amount and composition. -/
theorem affineIndependent_iff_exchange (x : ι → Fin n → ℝ) (p : ι → Prop) :
    AffineIndependent ℝ (fun i : {i // p i} => x i) ↔
      ∀ d : ι → ℝ, (∀ i, ¬ p i → d i = 0) → ∑ i, d i = 0 → ∑ i, d i • x i = 0 → d = 0 := by
  classical
  rw [affineIndependent_iff_of_fintype]
  constructor
  · intro h d hd h0 h1
    rw [← sum_selected p d hd] at h0
    rw [← sum_selected p (fun i => d i • x i) fun i hi => by rw [hd i hi, zero_smul]] at h1
    funext i
    by_cases hi : p i
    · exact h (fun j => d j) h0
        (by rw [Finset.weightedVSub_eq_linear_combination]; exacts [h1, h0]) ⟨i, hi⟩
    · exact hd i hi
  · intro h v h0 h1 j
    replace h1 : ∑ i : {i // p i}, v i • x i = 0 := by
      refine Eq.trans ?_ h1
      rw [Finset.weightedVSub_eq_linear_combination]
      exact h0
    obtain ⟨d, hd, hd0⟩ : ∃ d : ι → ℝ, (∀ j : {i // p i}, d j = v j) ∧ ∀ i, ¬ p i → d i = 0 :=
      ⟨fun i => if h : p i then v ⟨i, h⟩ else 0, fun j => dif_pos j.2, fun i hi => dif_neg hi⟩
    have h2 := h d hd0
      (by rw [← sum_selected p d hd0]; simp only [hd]; exact h0)
      (by
        rw [← sum_selected p (fun i => d i • x i) fun i hi => by rw [hd0 i hi, zero_smul]]
        simp only [hd]
        exact h1)
    rw [← hd j, h2]
    rfl
```

The mean height above a plane is the identity used for $v$ above. If it vanishes for a supporting plane, the mixture is an equilibrium.

```lean
/-- The energy of a mixture above a plane is the average height of its phases above the plane. -/
theorem excess_energy (hw : IsMixture x X w) (E : ι → ℝ) (μ : Fin n → ℝ) (c : ℝ) :
    ∑ i, w i * (E i - (μ ⬝ᵥ x i + c)) = energy E w - (μ ⬝ᵥ X + c) := by
  have h : μ ⬝ᵥ X = ∑ i, w i * (μ ⬝ᵥ x i) := by
    rw [← hw.2.2]
    simp only [dotProduct, Finset.sum_apply, Pi.smul_apply, smul_eq_mul, Finset.mul_sum]
    rw [Finset.sum_comm]
    exact Finset.sum_congr rfl fun i _ => Finset.sum_congr rfl fun j _ => by ring
  rw [h, energy]
  simp only [mul_sub, mul_add, Finset.sum_sub_distrib, Finset.sum_add_distrib]
  rw [← Finset.sum_mul, hw.2.1, one_mul]

/-- A mixture made only of phases touched by one supporting plane is an equilibrium. -/
theorem equilibrium_of_touching {μ : Fin n → ℝ} {c : ℝ} (hs : IsSupporting x E μ c)
    (hw : IsMixture x X w) (ht : ∀ i, w i ≠ 0 → E i = μ ⬝ᵥ x i + c) :
    IsEquilibrium x E X w := by
  refine ⟨hw, fun v hv => ?_⟩
  have h1 := excess_energy hw E μ c
  have h2 := excess_energy hv E μ c
  have h3 : ∑ i, w i * (E i - (μ ⬝ᵥ x i + c)) = 0 := Finset.sum_eq_zero fun i _ => by
    by_cases hi : w i = 0
    · rw [hi, zero_mul]
    · rw [← ht i hi, sub_self, mul_zero]
  have h4 : 0 ≤ ∑ i, v i * (E i - (μ ⬝ᵥ x i + c)) :=
    Finset.sum_nonneg fun i _ => mul_nonneg (hv.1 i) (sub_nonneg.2 (hs i))
  linarith
```

In the tangent construction, `h1`, `h2` and `h3` inside `key` are the three coefficient comparisons.

```lean
/-- Common tangent construction: if a composition has an equilibrium, one supporting plane touches
every phase that is present in any equilibrium of that composition. -/
theorem exists_common_tangent (hw : IsEquilibrium x E X w) :
    ∃ μ c, IsSupporting x E μ c ∧
      ∀ v, IsEquilibrium x E X v → ∀ i, v i ≠ 0 → E i = μ ⬝ᵥ x i + c := by
  have key : ∃ μ c, IsSupporting x E μ c ∧ energy E w ≤ μ ⬝ᵥ X + c := by
    by_contra hno
    obtain ⟨l, hl, hs⟩ := farkas Finset.univ
      (fun o : Option ι => o.elim (-(tilt X (energy E w))) fun i => tilt (x i) (E i))
      ((LinearMap.snd ℝ ℝ ℝ).comp (LinearMap.snd ℝ (Fin n → ℝ) (ℝ × ℝ))) (by
        rintro ⟨μ, c, t⟩ hy
        by_contra hn
        have ht : 0 < t := not_le.1 hn
        have h0 : -(μ ⬝ᵥ X + c - t * energy E w) ≤ 0 := hy none (Finset.mem_univ _)
        have hi : ∀ i, μ ⬝ᵥ x i + c - t * E i ≤ 0 := fun i => hy (some i) (Finset.mem_univ _)
        refine hno ⟨t⁻¹ • μ, t⁻¹ * c, fun i => ?_, ?_⟩
        · rw [smul_dotProduct, smul_eq_mul, ← mul_add, inv_mul_le_iff₀ ht]
          linarith [hi i]
        · rw [smul_dotProduct, smul_eq_mul, ← mul_add, le_inv_mul_iff₀ ht]
          linarith)
    have hs' : ∀ (μ : Fin n → ℝ) (c t : ℝ), t = l none * -(μ ⬝ᵥ X + c - t * energy E w)
        + ∑ i, l (some i) * (μ ⬝ᵥ x i + c - t * E i) := fun μ c t => by
      have h := hs (μ, c, t)
      rw [Fintype.sum_option] at h
      exact h
    have h1 : ∑ i, l (some i) = l none := by
      have h := hs' 0 1 0
      simp only [zero_dotProduct, zero_add, zero_mul, sub_zero, mul_one, mul_neg] at h
      linarith
    have h2 : ∑ i, l (some i) * E i = l none * energy E w - 1 := by
      have h := hs' 0 0 1
      simp only [zero_dotProduct, add_zero, one_mul, zero_sub, mul_neg, neg_neg,
        Finset.sum_neg_distrib] at h
      linarith
    have h3 : ∀ j, ∑ i, l (some i) * x i j = l none * X j := fun j => by
      have h := hs' (Pi.single j 1) 0 0
      simp only [single_dotProduct, one_mul, add_zero, zero_mul, sub_zero, mul_neg] at h
      linarith
    have hK : 0 < l none + 1 := by linarith [hl none]
    -- the multipliers, mixed with `w`, give a mixture of lower energy
    have hv : IsMixture x X (fun i => (l (some i) + w i) / (l none + 1)) := by
      refine ⟨fun i => div_nonneg (add_nonneg (hl _) (hw.1.1 i)) hK.le, ?_, funext fun j => ?_⟩
      · rw [← Finset.sum_div, Finset.sum_add_distrib, h1, hw.1.2.1, div_self hK.ne']
      · have h4 := congrFun hw.1.2.2 j
        simp only [Finset.sum_apply, Pi.smul_apply, smul_eq_mul] at h4
        simp only [Finset.sum_apply, Pi.smul_apply, smul_eq_mul, div_mul_eq_mul_div, add_mul]
        rw [← Finset.sum_div, Finset.sum_add_distrib, h3, h4, div_eq_iff hK.ne']
        ring
    have he : energy E (fun i => (l (some i) + w i) / (l none + 1))
        = (l none * energy E w - 1 + energy E w) / (l none + 1) := by
      rw [← h2]
      simp only [energy, div_mul_eq_mul_div, add_mul]
      rw [← Finset.sum_div, Finset.sum_add_distrib]
    have h5 := hw.2 _ hv
    rw [he, le_div_iff₀ hK] at h5
    linarith
  obtain ⟨μ, c, hs, hc⟩ := key
  refine ⟨μ, c, hs, fun v hv i hi => ?_⟩
  -- the average height above the plane is zero, so each phase present has height zero
  have h1 := excess_energy hv.1 E μ c
  have h2 := hv.2 w hw.1
  have hnn : ∀ j ∈ Finset.univ, 0 ≤ v j * (E j - (μ ⬝ᵥ x j + c)) :=
    fun j _ => mul_nonneg (hv.1.1 j) (sub_nonneg.2 (hs j))
  have h3 := Finset.single_le_sum hnn (Finset.mem_univ i)
  have h4 : v i * (E i - (μ ⬝ᵥ x i + c)) = 0 :=
    le_antisymm (by linarith) (hnn i (Finset.mem_univ i))
  exact sub_eq_zero.1 ((mul_eq_zero.1 h4).resolve_left hi)
```

The uniqueness theorem takes two equilibria as given; it does not state that one exists.

```lean
/-- If the phases touched by any one supporting plane have affinely independent compositions, then
the energy-minimizing phase fractions at a given overall composition are unique. -/
theorem equilibrium_unique (hN : Nondegenerate x E) {v : ι → ℝ}
    (hw : IsEquilibrium x E X w) (hv : IsEquilibrium x E X v) : w = v := by
  obtain ⟨μ, c, hs, ht⟩ := exists_common_tangent hw
  have h := (affineIndependent_iff_exchange x _).1 (hN μ c hs) (fun i => w i - v i)
    (fun i hi => by
      have h1 : w i = 0 := by_contra fun h => hi (ht w hw i h)
      have h2 : v i = 0 := by_contra fun h => hi (ht v hv i h)
      rw [h1, h2, sub_zero])
    (by rw [Finset.sum_sub_distrib, hw.1.2.1, hv.1.2.1, sub_self])
    (by simp only [sub_smul]; rw [Finset.sum_sub_distrib, hw.1.2.2, hv.1.2.2, sub_self])
  exact funext fun i => sub_eq_zero.1 (congrFun h i)
```

For the converse, take an exchange $d$ among touched phases with $\sum_i d_i=0$ and $\sum_i d_ix_i=0$, and split it into positive and negative parts, which have equal totals $S$ and equal composition sums. If $S=0$, then $d=0$. Otherwise, dividing by $S$ gives two equilibria of one composition; uniqueness equates them, so again $d=0$.

```lean
/-- Converse: if the energy-minimizing phase fractions are unique at every overall composition,
then the phases touched by any one supporting plane have affinely independent compositions. -/
theorem nondegenerate_of_unique
    (hU : ∀ X w v, IsEquilibrium x E X w → IsEquilibrium x E X v → w = v) :
    Nondegenerate x E := by
  intro μ c hs
  refine (affineIndependent_iff_exchange x _).2 fun d hd h0 h1 => ?_
  -- split the exchange into the phases that grow and those that shrink
  have hpq : ∀ i, max (d i) 0 - max (-d i) 0 = d i := fun i => by
    rcases le_total 0 (d i) with h | h
    · rw [max_eq_left h, max_eq_right (by linarith), sub_zero]
    · rw [max_eq_right h, max_eq_left (by linarith)]
      ring
  have hS : ∑ i, max (-d i) 0 = ∑ i, max (d i) 0 := by
    have h : ∑ i, (max (d i) 0 - max (-d i) 0) = 0 := by simp only [hpq]; exact h0
    rw [Finset.sum_sub_distrib] at h
    linarith
  have hY : ∑ i, max (-d i) 0 • x i = ∑ i, max (d i) 0 • x i := by
    have h : ∑ i, (max (d i) 0 - max (-d i) 0) • x i = 0 := by simp only [hpq]; exact h1
    simp only [sub_smul] at h
    rw [Finset.sum_sub_distrib] at h
    exact (sub_eq_zero.1 h).symm
  have hp : ∀ i ∈ Finset.univ, 0 ≤ max (d i) 0 := fun i _ => le_max_right _ _
  have hq : ∀ i ∈ Finset.univ, 0 ≤ max (-d i) 0 := fun i _ => le_max_right _ _
  rcases (Finset.sum_nonneg hp).eq_or_lt with hz | hz
  · funext i
    have h2 := (Finset.sum_eq_zero_iff_of_nonneg hp).1 hz.symm i (Finset.mem_univ i)
    have h3 := (Finset.sum_eq_zero_iff_of_nonneg hq).1 (hS.trans hz.symm) i (Finset.mem_univ i)
    rw [← hpq i, h2, h3, sub_zero]
    rfl
  · have mix : ∀ r : ι → ℝ, (∀ i, 0 ≤ r i) → ∑ i, r i = ∑ i, max (d i) 0 →
        ∑ i, r i • x i = ∑ i, max (d i) 0 • x i → (∀ i, d i = 0 → r i = 0) →
        IsEquilibrium x E ((∑ i, max (d i) 0)⁻¹ • ∑ i, max (d i) 0 • x i)
          (fun i => (∑ i, max (d i) 0)⁻¹ * r i) := by
      intro r hr hr1 hr2 hr3
      refine equilibrium_of_touching hs
        ⟨fun i => mul_nonneg (inv_nonneg.2 hz.le) (hr i), ?_, ?_⟩ fun i hi => ?_
      · rw [← Finset.mul_sum, hr1, inv_mul_cancel₀ hz.ne']
      · simp only [mul_smul]
        rw [← Finset.smul_sum, hr2]
      · by_contra hn
        exact hi (by rw [hr3 i (hd i hn), mul_zero])
    have h := hU _ _ _
      (mix (fun i => max (d i) 0) (fun i => le_max_right _ _) rfl rfl
        fun i hi => by rw [hi, max_self])
      (mix (fun i => max (-d i) 0) (fun i => le_max_right _ _) hS hY
        fun i hi => by rw [hi, neg_zero, max_self])
    funext i
    have h2 := mul_left_cancel₀ (inv_ne_zero hz.ne') (congrFun h i)
    rw [← hpq i, h2, sub_self]
    rfl
```

Affinely independent points in $\mathbb R^n$ number at most $n+1$, which bounds the phases present. With $n$ independent mole fractions as coordinates, $n+1$ is the number of components.

```lean
/-- If the phases touched by any one supporting plane have affinely independent compositions in
`R^n`, then at most `n + 1` phases coexist in an equilibrium. -/
theorem card_coexisting_le (hN : Nondegenerate x E) (hw : IsEquilibrium x E X w) :
    (Finset.univ.filter fun i => w i ≠ 0).card ≤ n + 1 := by
  classical
  obtain ⟨μ, c, hs, ht⟩ := exists_common_tangent hw
  have h1 := (hN μ c hs).card_le_finrank_succ
  have h2 := Submodule.finrank_le
    (vectorSpan ℝ (Set.range fun i : {i // E i = μ ⬝ᵥ x i + c} => x i))
  rw [Module.finrank_fin_fun] at h2
  rw [Fintype.card_subtype] at h1
  have h3 : (Finset.univ.filter fun i => w i ≠ 0).card
      ≤ (Finset.univ.filter fun i => E i = μ ⬝ᵥ x i + c).card :=
    Finset.card_le_card fun i hi => Finset.mem_filter.2
      ⟨Finset.mem_univ i, ht w hw i (Finset.mem_filter.1 hi).2⟩
  omega
```

For the binary instance, equal energies fix `w 1`, equal compositions then fix `w 2`, and the total fixes `w 0`. The converse turns this uniqueness into the condition.

```lean
/-- Binary phases at compositions `0`, `1/2`, `1` with energies `0`, `-1`, `0` satisfy the
affine independence condition. -/
theorem nondegenerate_witness :
    Nondegenerate (![![0], ![1 / 2], ![1]] : Fin 3 → Fin 1 → ℝ) ![0, -1, 0] := by
  refine nondegenerate_of_unique fun X w v hw hv => ?_
  have he := le_antisymm (hw.2 _ hv.1) (hv.2 _ hw.1)
  have h1 := hw.1.2.1.trans hv.1.2.1.symm
  have h2 := congrFun (hw.1.2.2.trans hv.1.2.2.symm) 0
  simp [energy, Fin.sum_univ_three] at he h1 h2
  have a1 : w 1 = v 1 := by linarith
  have a2 : w 2 = v 2 := by rw [a1] at h2; linarith
  have a0 : w 0 = v 0 := by linarith
  funext i
  fin_cases i
  exacts [a0, a1, a2]

end

end ConvexHullUniqueness
```

```lean
#print axioms ConvexHullUniqueness.equilibrium_unique
#print axioms ConvexHullUniqueness.card_coexisting_le
```

```
'ConvexHullUniqueness.equilibrium_unique' depends on axioms: [propext, Classical.choice, Quot.sound]
'ConvexHullUniqueness.card_coexisting_le' depends on axioms: [propext, Classical.choice, Quot.sound]
```

For convex hulls of computed formation energies, the result gives a condition for unambiguous decomposition products within a finite list of phases of fixed composition. Applying it to a real material further assumes that the list contains every relevant phase.
